# Relative variance of the average of pairwise independent flux samples with values −1, 0 and 1

The theorem `relVar_sample_mean` concerns N ≥ 1 pairwise independent random variables, each a flux sample with value −1, 0 or 1, on a probability space. They share a mean k > 0 and a probability q of the value −1. It states that N times the relative variance of their average, that is, the variance divided by the squared mean, equals 1/k − 1 + 2q/k². The proof finds the variance of one sample to be k + 2q − k², adds the N variances by independence, scales by 1/N² for the average, and divides by k².

An attempt in Lean 4 with a fault in it:

```lean
import Mathlib

open MeasureTheory ProbabilityTheory

namespace ReactiveFluxSampling

noncomputable section

variable {Ω : Type*} [MeasurableSpace Ω] {μ : Measure Ω} {X : Ω → ℝ}

/-- A flux-sampling variable: a measurable outcome with values -1, 0 and 1. -/
structure IsFluxSample (X : Ω → ℝ) : Prop where
  measurable : Measurable X
  values : ∀ ω, X ω = -1 ∨ X ω = 0 ∨ X ω = 1

/-- The relative variance of a random variable: its variance divided by its squared mean. -/
def relVar (μ : Measure Ω) (X : Ω → ℝ) : ℝ :=
  variance X μ / (∫ ω, X ω ∂μ) ^ 2

lemma IsFluxSample.measurableSet_eq (hX : IsFluxSample X) (c : ℝ) :
    MeasurableSet {ω | X ω = c} :=
  hX.measurable (measurableSet_singleton c)

lemma IsFluxSample.memLp [IsProbabilityMeasure μ] (hX : IsFluxSample X) :
    MemLp X 2 μ := by
  refine MemLp.of_bound hX.measurable.aestronglyMeasurable 1 (Filter.Eventually.of_forall ?_)
  intro ω
  rcases hX.values ω with h | h | h <;> norm_num [h]

/-- The mean flux is the probability of a positive outcome minus that of a negative one. -/
theorem mean_eq [IsProbabilityMeasure μ] (hX : IsFluxSample X) :
    ∫ ω, X ω ∂μ = μ.real {ω | X ω = 1} - μ.real {ω | X ω = -1} := by
  have hi : ∀ c : ℝ, Integrable ({ω | X ω = c}.indicator (1 : Ω → ℝ)) μ := fun c =>
    (integrable_const (1 : ℝ)).indicator (hX.measurableSet_eq c)
  -- X is the difference of two indicators
  have h : ∀ ω, X ω = {ω | X ω = 1}.indicator (1 : Ω → ℝ) ω
      - {ω | X ω = -1}.indicator (1 : Ω → ℝ) ω := by
    intro ω
    rcases hX.values ω with h | h | h <;> norm_num [Set.indicator, h]
  rw [integral_congr_ae (Filter.Eventually.of_forall h), integral_sub (hi 1) (hi (-1)),
    integral_indicator_one (hX.measurableSet_eq 1),
    integral_indicator_one (hX.measurableSet_eq (-1))]

/-- The variance is the probability of a nonzero outcome minus the squared mean. -/
theorem variance_eq [IsProbabilityMeasure μ] (hX : IsFluxSample X) :
    variance X μ = μ.real {ω | X ω ≠ 0} - (∫ ω, X ω ∂μ) ^ 2 := by
  -- the square of X is the indicator of a nonzero outcome
  have h : ∀ ω, (X ^ 2) ω = {ω | X ω ≠ 0}.indicator (1 : Ω → ℝ) ω := by
    intro ω
    rcases hX.values ω with h | h | h <;> norm_num [Set.indicator, h]
  have hm : MeasurableSet {ω | X ω ≠ 0} := (hX.measurableSet_eq 0).compl
  rw [variance_eq_sub hX.memLp, integral_congr_ae (Filter.Eventually.of_forall h),
    integral_indicator_one hm]

/-- The probability of a nonzero outcome is the mean plus twice the probability of a
negative outcome. -/
theorem prob_nonzero_eq [IsProbabilityMeasure μ] (hX : IsFluxSample X) :
    μ.real {ω | X ω ≠ 0} = (∫ ω, X ω ∂μ) + 2 * μ.real {ω | X ω = -1} := by
  have hset : {ω | X ω ≠ 0} = {ω | X ω = 1} ∪ {ω | X ω = -1} := by
    ext ω
    simp only [Set.mem_ofPred_eq, Set.mem_union]
    rcases hX.values ω with h | h | h <;> norm_num [h]
  have hdisj : Disjoint {ω | X ω = 1} {ω | X ω = -1} := by
    rw [Set.disjoint_left]
    intro ω h1 h2
    simp only [Set.mem_ofPred_eq] at h1 h2
    linarith
  rw [hset, measureReal_union hdisj (hX.measurableSet_eq (-1)), mean_eq hX]
  ring

/-- For N ≥ 1 pairwise independent flux samples with common mean k > 0 and common probability q of a
negative outcome, N times the relative variance of their average is 1/k - 1 + 2q/k². -/
theorem relVar_sample_mean [IsProbabilityMeasure μ] {N : ℕ} (hN : 0 < N)
    {Y : Fin N → Ω → ℝ} (hY : ∀ i, IsFluxSample (Y i))
    (hind : Pairwise fun i j => IndepFun (Y i) (Y j) μ)
    {k q : ℝ} (hk : 0 < k) (hmean : ∀ i, ∫ ω, Y i ω ∂μ = k)
    (hq : ∀ i, μ.real {ω | Y i ω = -1} = q) :
    N * relVar μ (fun ω => (N : ℝ)⁻¹ * ∑ i, Y i ω) = 1 / k - 1 + 2 * q / k ^ 2 := by
  have hN0 : (N : ℝ) ≠ 0 := by exact_mod_cast hN.ne'
  have hk0 : k ≠ 0 := hk.ne'
  have hone : ∀ i, variance (Y i) μ = k + 2 * q - k ^ 2 := fun i => by
    rw [variance_eq (hY i), prob_nonzero_eq (hY i), hmean i, hq i]
  -- variances of independent samples add
  have hsum : variance (fun ω => ∑ i, Y i ω) μ = N * (k + 2 * q - k ^ 2) := by
    have hfun : (fun ω => ∑ i, Y i ω) = ∑ i, Y i := by
      ext ω
      simp [Finset.sum_apply]
    rw [hfun, IndepFun.variance_sum (fun i _ => (hY i).memLp)
      (fun i _ j _ hij => hind hij)]
    simp [hone]
  -- the average has the same mean as each sample
  have havg : ∫ ω, (N : ℝ)⁻¹ * ∑ i, Y i ω ∂μ = k := by
    rw [integral_const_mul, integral_finset_sum _
      (fun i _ => (hY i).memLp.integrable (by norm_num))]
    simp [hmean, hN0]
  have hvar : variance (fun ω => (N : ℝ)⁻¹ * ∑ i, Y i ω) μ
      = (N : ℝ)⁻¹ ^ 2 * (N * (k + 2 * q - k ^ 2)) := by
    rw [← hsum]
    exact variance_smul (N : ℝ)⁻¹ (fun ω => ∑ i, Y i ω) μ
  rw [relVar, havg, hvar]
  field_simp <;> ring

end

end ReactiveFluxSampling
```

The error:

```
Main.lean:84:76: error: unsolved goals
Ω : Type u_1
inst✝¹ : MeasurableSpace Ω
μ : Measure Ω
inst✝ : IsProbabilityMeasure μ
N : ℕ
hN : 0 < N
Y : Fin N → Ω → ℝ
hY : ∀ (i : Fin N), IsFluxSample (Y i)
hind : Pairwise fun i j => Y i ⟂ᵢ[μ] Y j
k q : ℝ
hk : 0 < k
hmean : ∀ (i : Fin N), ∫ (ω : Ω), Y i ω ∂μ = k
hq : ∀ (i : Fin N), μ.real {ω | Y i ω = -1} = q
hN0 : ↑N ≠ 0
hk0 : k ≠ 0
hone : ∀ (i : Fin N), Var[Y i; μ] = k + 2 * q - k ^ 2
hfun : (fun ω => ∑ i, Y i ω) = ∑ i, Y i
⊢ ↑N * k + ↑N * (2 * q) - ↑N * k ^ 2 = ↑N * (k + 2 * q - k ^ 2)
Main.lean:93:28: warning: `MeasureTheory.integral_finset_sum` has been deprecated: Use `MeasureTheory.integral_finsetSum` instead
```

Fix (accepted with no message):

```diff
@@ -89,7 +89,8 @@
       (fun i _ j _ hij => hind hij)]
     simp [hone]
+    ring
   -- the average has the same mean as each sample
   have havg : ∫ ω, (N : ℝ)⁻¹ * ∑ i, Y i ω ∂μ = k := by
-    rw [integral_const_mul, integral_finset_sum _
+    rw [integral_const_mul, integral_finsetSum _
       (fun i _ => (hY i).memLp.integrable (by norm_num))]
     simp [hmean, hN0]
@@ -99,5 +100,6 @@
     exact variance_smul (N : ℝ)⁻¹ (fun ω => ∑ i, Y i ω) μ
   rw [relVar, havg, hvar]
-  field_simp <;> ring
+  field_simp
+  ring
 
 end
```

The error is in `hsum`, the step that gives the variance of the sum as N(k + 2q − k²). After the rewrite with `IndepFun.variance_sum`, `simp [hone]` puts in the variance of each sample and evaluates the sum, but leaves the left side multiplied out as Nk + N(2q) − Nk², while the right side is still a product. The two sides are equal by distributivity, which `simp` did not use to close the goal, so Lean reports it as unsolved. The added `ring` proves this identity.

The warning says only that `integral_finset_sum` is a deprecated name, and the diff puts `integral_finsetSum` in its place. This has no part in the error. Writing `field_simp <;> ring` as two separate steps is mere tidying, as no message concerns that line.
